# For a positive definite block Hessian, relaxation multiplies both stiffness determinants by the same factor in (0, 1]

**Q:** Compress a fluid quickly and no heat escapes; compress it slowly in a heat bath and it usually yields more easily, never less. The bulk moduli obey $K_T/K_S=C_v/C_p\le 1$. A crystal has several strains and several internal variables. What replaces the ratio, and where is the physics in a statement about matrices?

**A:** Determinants replace the single moduli. Expand the energy to second order in displacements $x$ and $y$ of two groups of variables. The Hessian is
$$M=\begin{pmatrix}A&B\\B^T&D\end{pmatrix}.$$
Here $B$ is the coupling block, which is why I write $K$ for bulk moduli. With $y$ clamped, a displacement $x$ changes the force conjugate to it by $Ax$, so $A$ is the stiffness of the first group. With $y$ free to relax at fixed conjugate force, the stiffness is $S=A-BD^{-1}B^T$. The code's "response matrix" means this stiffness, not its inverse, the compliance. The subscript in $K_S$ stands for constant entropy, not for this matrix.

For a fixed amount of fluid, let $x$ be the volume change and $y$ the entropy change. At volume $v$ and temperature $T$, $A=K_S/v$, $S=K_T/v$, $D=T/C_v$ and $D-B^TA^{-1}B=T/C_p$. Equality of the two determinant ratios is then $K_T/K_S=C_v/C_p$.

In Lean, the finite types `m` and `n` label the two groups.

```lean
import Mathlib

open Matrix

namespace ResponseDeterminant

noncomputable section

variable {m n : Type*} [Fintype m] [Fintype n] [DecidableEq m] [DecidableEq n]
```

`relaxed A B D` is $S$.

```lean
/-- Response matrix `A - B D⁻¹ Bᵀ` of the first group of variables when the second group
relaxes; the domain is invertible `D`. -/
def relaxed (A : Matrix m m ℝ) (B : Matrix m n ℝ) (D : Matrix n n ℝ) : Matrix m m ℝ :=
  A - B * D⁻¹ * Bᵀ
```

The number $c=\operatorname{tr}(A^{-1}BD^{-1}B^T)$ measures the coupling.

```lean
/-- Dimensionless coupling `tr (A⁻¹ B D⁻¹ Bᵀ)` between the two groups of variables; the domain
is invertible `A` and `D`. -/
def coupling (A : Matrix m m ℝ) (B : Matrix m n ℝ) (D : Matrix n n ℝ) : ℝ :=
  (A⁻¹ * (B * D⁻¹ * Bᵀ)).trace
```

**Q:** What does the hypothesis assume about the material?

**A:** Strict local stability: `(fromBlocks A B Bᵀ D).PosDef` says that $M$ is symmetric and that every nonzero displacement has a positive second-order energy change,
$$x\cdot(Ax+By)+y\cdot(B^Tx+Dy)>0.$$
The left side is twice that change. A spinodal point or a free rigid translation violates the condition. `energy_pos` writes it out by joining $x$ and $y$ into one vector.

```lean
variable {A : Matrix m m ℝ} {B : Matrix m n ℝ} {D : Matrix n n ℝ}

omit [DecidableEq m] [DecidableEq n] in
/-- For a positive definite block Hessian, twice the quadratic energy of a displacement `(x, y)`
that is not zero is positive. -/
theorem energy_pos (h : (fromBlocks A B Bᵀ D).PosDef) (x : m → ℝ) (y : n → ℝ)
    (hxy : x ≠ 0 ∨ y ≠ 0) :
    0 < x ⬝ᵥ (A *ᵥ x + B *ᵥ y) + y ⬝ᵥ (Bᵀ *ᵥ x + D *ᵥ y) := by
  have hne : Sum.elim x y ≠ 0 := by
    intro h0
    rcases hxy with hx | hy
    · exact hx (funext fun i => congrFun h0 (Sum.inl i))
    · exact hy (funext fun i => congrFun h0 (Sum.inr i))
  have hp := h.dotProduct_mulVec_pos hne
  rw [star_trivial, fromBlocks_mulVec] at hp
  simpa only [dotProduct, Fintype.sum_sum_type, Sum.elim_inl, Sum.elim_inr,
    Sum.elim_comp_inl, Sum.elim_comp_inr] using hp
```

Setting $y=0$ or $x=0$ shows that $A$ and $D$ are positive definite, so their inverses exist.

```lean
omit [DecidableEq m] [DecidableEq n] in
/-- Both diagonal blocks of a positive definite block Hessian are positive definite. -/
theorem diag_posDef (h : (fromBlocks A B Bᵀ D).PosDef) : A.PosDef ∧ D.PosDef := by
  constructor
  · refine posDef_iff_dotProduct_mulVec.2 ⟨IsHermitian.ext fun i j =>
      h.isHermitian.apply (Sum.inl i) (Sum.inl j), ?_⟩
    intro x hx
    simpa using energy_pos h x 0 (Or.inl hx)
  · refine posDef_iff_dotProduct_mulVec.2 ⟨IsHermitian.ext fun i j =>
      h.isHermitian.apply (Sum.inr i) (Sum.inr j), ?_⟩
    intro y hy
    simpa using energy_pos h 0 y (Or.inr hy)
```

Now let the second group follow: $y=-D^{-1}B^Tx$. The second bracket vanishes and the first becomes $Sx$, so $x\cdot Sx>0$ for $x\neq0$. In the code, `hy` and `hS` are these two evaluations. Hence $\det S/\det A>0$.

```lean
omit [DecidableEq m] in
/-- For a positive definite block Hessian, the relaxed response matrix is positive definite. -/
theorem relaxed_posDef (h : (fromBlocks A B Bᵀ D).PosDef) : (relaxed A B D).PosDef := by
  obtain ⟨hA, hD⟩ := diag_posDef h
  have hAt : Aᵀ = A := by
    rw [← conjTranspose_eq_transpose_of_trivial]; exact hA.isHermitian
  have hDt : Dᵀ = D := by
    rw [← conjTranspose_eq_transpose_of_trivial]; exact hD.isHermitian
  refine posDef_iff_dotProduct_mulVec.2 ⟨?_, ?_⟩
  · rw [IsHermitian, conjTranspose_eq_transpose_of_trivial, relaxed]
    simp only [transpose_sub, transpose_mul, transpose_transpose, transpose_nonsing_inv,
      hAt, hDt, Matrix.mul_assoc]
  · intro x hx
    -- the second group follows `x` until the force on it vanishes
    have hp := energy_pos h x (-(D⁻¹ *ᵥ (Bᵀ *ᵥ x))) (Or.inl hx)
    have hy : Bᵀ *ᵥ x + D *ᵥ (-(D⁻¹ *ᵥ (Bᵀ *ᵥ x))) = 0 := by
      rw [mulVec_neg, mulVec_mulVec, mul_nonsing_inv D (isUnit_iff_ne_zero.2 hD.det_pos.ne'),
        one_mulVec, add_neg_cancel]
    have hS : A *ᵥ x + B *ᵥ (-(D⁻¹ *ᵥ (Bᵀ *ᵥ x))) = relaxed A B D *ᵥ x := by
      rw [relaxed, sub_mulVec, mulVec_neg, ← sub_eq_add_neg]
      simp only [mulVec_mulVec, Matrix.mul_assoc]
    rw [hy, hS, dotProduct_zero, add_zero] at hp
    rwa [star_trivial]
```

**Q:** Why should both groups soften by the same factor, even if one has three variables and the other thirty?

**A:** Because eliminating either group gives the same determinant:
$$\det M=\det A\,\det(D-B^TA^{-1}B)=\det D\,\det S.$$
Divide by $\det A\,\det D$. Here invertible diagonal blocks suffice; `h1` and `h2` are the two factorisations.

```lean
/-- For invertible diagonal blocks, relaxation changes the response determinants of the two
groups by the same factor. -/
theorem det_ratio_symm (hA : A.det ≠ 0) (hD : D.det ≠ 0) :
    (relaxed A B D).det / A.det = (relaxed D Bᵀ A).det / D.det := by
  let := A.invertibleOfIsUnitDet (isUnit_iff_ne_zero.2 hA)
  let := D.invertibleOfIsUnitDet (isUnit_iff_ne_zero.2 hD)
  -- the block determinant factorises in two ways
  have h1 := det_fromBlocks₁₁ A B Bᵀ D
  have h2 := det_fromBlocks₂₂ A B Bᵀ D
  rw [invOf_eq_nonsing_inv] at h1 h2
  rw [div_eq_div_iff hA hD, relaxed, relaxed, transpose_transpose]
  linear_combination h1 - h2
```

**Q:** And the upper bound? Strains and internal coordinates can carry different units.

**A:** Rescaling the variables cancels in the ratio, so choose convenient ones. Diagonalise $A=U\Lambda U^T$ and set $W=U\Lambda^{-1/2}$. Then $W^TAW=1$. Thus $W^TA$ is the inverse of $W$, which gives $WW^TA=1$ and $WW^T=A^{-1}$. The lemma builds $U$ from the eigenvector basis and rescales its columns.

```lean
omit [Fintype n] [DecidableEq n] in
/-- A positive definite matrix `A` has normal coordinates `W` in which it becomes the identity,
and `W Wᵀ` is its inverse. -/
theorem exists_normal_coordinates (hA : A.PosDef) :
    ∃ W : Matrix m m ℝ, Wᵀ * A * W = 1 ∧ W * Wᵀ = A⁻¹ := by
  let b := hA.isHermitian.eigenvectorBasis
  let l := hA.isHermitian.eigenvalues
  let U : Matrix m m ℝ := Matrix.of fun i j => (b j).ofLp i
  have hin : ∀ u v : EuclideanSpace ℝ m, inner ℝ u v = u.ofLp ⬝ᵥ v.ofLp := fun u v => by
    simp [PiLp.inner_apply, dotProduct, mul_comm]
  have hU : Uᵀ * (A * U) = diagonal l := by
    ext i j
    have e1 : (Uᵀ * (A * U)) i j = (b i).ofLp ⬝ᵥ (A *ᵥ (b j).ofLp) := rfl
    have e2 := orthonormal_iff_ite.1 b.orthonormal i j
    have e3 : A *ᵥ (b j).ofLp = l j • (b j).ofLp := hA.isHermitian.mulVec_eigenvectorBasis j
    rw [e1, e3, dotProduct_smul, ← hin, e2, diagonal_apply]
    by_cases hij : i = j
    · subst hij; simp
    · simp [hij]
  -- rescale each eigenvector by the inverse root of its eigenvalue
  let s : m → ℝ := fun i => (√(l i))⁻¹
  have hW : (U * diagonal s)ᵀ * A * (U * diagonal s) = 1 := by
    calc (U * diagonal s)ᵀ * A * (U * diagonal s)
        = diagonal s * (Uᵀ * (A * U)) * diagonal s := by
          simp only [transpose_mul, diagonal_transpose, Matrix.mul_assoc]
      _ = 1 := by
          rw [hU, diagonal_mul_diagonal, diagonal_mul_diagonal, ← diagonal_one]
          congr 1
          funext i
          have hl : 0 < l i := hA.eigenvalues_pos i
          change (√(l i))⁻¹ * l i * (√(l i))⁻¹ = 1
          rw [mul_right_comm, ← mul_inv, Real.mul_self_sqrt hl.le, inv_mul_cancel₀ hl.ne']
  refine ⟨U * diagonal s, hW, (inv_eq_left_inv ?_).symm⟩
  rw [Matrix.mul_assoc]
  exact mul_eq_one_comm.1 hW
```

Take $V$ likewise for $D$, so $VV^T=D^{-1}$. Cycling the trace gives
$$c=\operatorname{tr}\big[(W^TBV)(W^TBV)^T\big]=\sum_{i,j}(W^TBV)_{ij}^2\ge0.$$
If $c=0$, every entry vanishes, and $B=AW(W^TBV)V^TD=0$. The converse is immediate. The sum is `key`, and the closing `calc` recovers $B$.

```lean
/-- For positive definite `A` and `D` the coupling is nonnegative, and it vanishes exactly when
the off-diagonal block does. -/
theorem coupling_nonneg_and_eq_zero_iff (hA : A.PosDef) (hD : D.PosDef) :
    0 ≤ coupling A B D ∧ (coupling A B D = 0 ↔ B = 0) := by
  obtain ⟨W, -, hW⟩ := exists_normal_coordinates hA
  obtain ⟨V, -, hV⟩ := exists_normal_coordinates hD
  have hsq : ∀ X : Matrix m n ℝ, (X * Xᵀ).trace = ∑ i, ∑ j, X i j ^ 2 := fun X => by
    simp [Matrix.trace, Matrix.mul_apply, sq]
  -- in normal coordinates the coupling is a sum of squares
  have key : coupling A B D = ∑ i, ∑ j, (Wᵀ * B * V) i j ^ 2 := by
    rw [← hsq, coupling, ← hW, ← hV, Matrix.mul_assoc W, trace_mul_comm W]
    simp only [transpose_mul, transpose_transpose, Matrix.mul_assoc]
  refine ⟨by rw [key]; positivity, fun h0 => ?_, fun h0 => by simp [coupling, h0]⟩
  rw [key] at h0
  have hX : Wᵀ * B * V = 0 := by
    ext i j
    have h1 := (Finset.sum_eq_zero_iff_of_nonneg (s := Finset.univ)
      (f := fun i => ∑ j, (Wᵀ * B * V) i j ^ 2)
      (fun i _ => Finset.sum_nonneg fun j _ => sq_nonneg _)).1 h0 i (Finset.mem_univ i)
    have h2 := (Finset.sum_eq_zero_iff_of_nonneg (s := Finset.univ)
      (f := fun j => (Wᵀ * B * V) i j ^ 2)
      (fun j _ => sq_nonneg _)).1 h1 j (Finset.mem_univ j)
    exact (pow_eq_zero_iff two_ne_zero).1 h2
  calc B = (A * A⁻¹) * B * (D⁻¹ * D) := by
        rw [mul_nonsing_inv A (isUnit_iff_ne_zero.2 hA.det_pos.ne'),
          nonsing_inv_mul D (isUnit_iff_ne_zero.2 hD.det_pos.ne'), Matrix.one_mul, Matrix.mul_one]
    _ = A * W * (Wᵀ * B * V) * (Vᵀ * D) := by
        rw [← hW, ← hV]; simp only [Matrix.mul_assoc]
    _ = 0 := by rw [hX, Matrix.mul_zero, Matrix.zero_mul]
```

Next, let $R$ be positive semidefinite with eigenvalues $\lambda_i\ge0$. Since $\lambda_i\le e^{\lambda_i-1}$, multiplying gives $\det R\le e^{\operatorname{tr}(R-1)}$.

```lean
omit [Fintype n] [DecidableEq n] in
/-- The determinant of a positive semidefinite matrix `R` is at most `exp (tr (R - 1))`. -/
theorem det_le_exp_trace {R : Matrix m m ℝ} (hR : R.PosSemidef) :
    R.det ≤ Real.exp (R - 1).trace := by
  have hd : R.det = ∏ i, hR.isHermitian.eigenvalues i := by
    simpa using hR.isHermitian.det_eq_prod_eigenvalues
  have ht : R.trace = ∑ i, hR.isHermitian.eigenvalues i := by
    simpa using hR.isHermitian.trace_eq_sum_eigenvalues
  have hs : (R - 1).trace = ∑ i, (hR.isHermitian.eigenvalues i - 1) := by
    rw [trace_sub, ht, trace_one, Finset.sum_sub_distrib]; simp
  rw [hd, hs, Real.exp_sum]
  exact Finset.prod_le_prod (fun i _ => hR.eigenvalues_nonneg i) fun i _ => by
    linarith [Real.add_one_le_exp (hR.isHermitian.eigenvalues i - 1)]
```

Apply this to $R=W^TSW=1-W^TBD^{-1}B^TW$. Its determinant is $\det S\,(\det W)^2=\det S/\det A$, and $\operatorname{tr}(R-1)=-c$. Therefore
$$\frac{\det S}{\det A}\le e^{-c}\le1.$$
`hdet` and `htr` are these two identities.

```lean
/-- For a positive definite block Hessian, relaxation lowers the response determinant at least
by the factor `exp (-coupling)`. -/
theorem det_ratio_le_exp (h : (fromBlocks A B Bᵀ D).PosDef) :
    (relaxed A B D).det / A.det ≤ Real.exp (-coupling A B D) := by
  obtain ⟨hA, -⟩ := diag_posDef h
  obtain ⟨W, hW, hWi⟩ := exists_normal_coordinates hA
  have hS := (relaxed_posDef h).posSemidef.conjTranspose_mul_mul_same W
  rw [conjTranspose_eq_transpose_of_trivial] at hS
  have hdet : (Wᵀ * relaxed A B D * W).det = (relaxed A B D).det / A.det := by
    have h1 := congrArg Matrix.det hW
    rw [det_mul, det_mul, det_transpose, det_one] at h1
    rw [det_mul, det_mul, det_transpose, eq_div_iff hA.det_pos.ne']
    linear_combination (relaxed A B D).det * h1
  have htr : (Wᵀ * relaxed A B D * W - 1).trace = -coupling A B D := by
    have h2 : Wᵀ * relaxed A B D * W - 1 = -(Wᵀ * (B * D⁻¹ * Bᵀ) * W) := by
      rw [relaxed, Matrix.mul_sub, Matrix.sub_mul, hW]; abel
    rw [h2, trace_neg, trace_mul_comm, ← Matrix.mul_assoc W, hWi, coupling]
  rw [← hdet, ← htr]
  exact det_le_exp_trace hS
```

**Q:** So when is there no softening at all?

**A:** If the ratio is 1, then $e^{-c}\ge1$, so $c=0$ and $B=0$. If $B=0$, then $S=A$ and the ratio is 1. For the fluid, this is the case of vanishing thermal expansion. The final theorem combines the equality of ratios, the interval (`Set.Ioc (0 : ℝ) 1` is $(0,1]$) and this equivalence.

```lean
/-- For a positive definite block Hessian, the ratio of relaxed to clamped response determinant
is the same for both groups of variables, lies in `(0, 1]`, and is `1` exactly when `B = 0`. -/
theorem response_determinant_ratio (h : (fromBlocks A B Bᵀ D).PosDef) :
    (A - B * D⁻¹ * Bᵀ).det / A.det = (D - Bᵀ * A⁻¹ * B).det / D.det ∧
    (A - B * D⁻¹ * Bᵀ).det / A.det ∈ Set.Ioc (0 : ℝ) 1 ∧
    ((A - B * D⁻¹ * Bᵀ).det / A.det = 1 ↔ B = 0) := by
  obtain ⟨hA, hD⟩ := diag_posDef h
  obtain ⟨hc, hc0⟩ := coupling_nonneg_and_eq_zero_iff (B := B) hA hD
  have hle := det_ratio_le_exp h
  refine ⟨?_, ⟨div_pos (relaxed_posDef h).det_pos hA.det_pos,
    hle.trans (Real.exp_le_one_iff.2 (by linarith))⟩, fun h1 => ?_, fun h0 => ?_⟩
  · simpa only [relaxed, transpose_transpose] using
      det_ratio_symm (B := B) hA.det_pos.ne' hD.det_pos.ne'
  · -- a positive coupling would push the ratio strictly below one
    refine hc0.1 (le_antisymm (not_lt.1 fun hpos => ?_) hc)
    have hlt : Real.exp (-coupling A B D) < 1 := Real.exp_lt_one_iff.2 (by linarith)
    have h1' : (relaxed A B D).det / A.det = 1 := h1
    linarith
  · simp [h0, hA.det_pos.ne']

end

end ResponseDeterminant
```

```lean
#print axioms ResponseDeterminant.response_determinant_ratio
-- 'ResponseDeterminant.response_determinant_ratio' depends on axioms: [propext, Classical.choice, Quot.sound]
```

**Q:** What must I still supply for a real material?

**A:** The identification of the blocks with second derivatives of its energy at equilibrium; the theorem starts from the matrix. In a stable harmonic crystal model with finitely many variables and rigid translations removed, it then compares clamped-ion with relaxed-ion elastic constants. If the ratio $\det S/\det A$ formed from $A$, $B$ and $D$ exceeds 1 by more than numerical error, $M$ is not positive definite. The theorem constrains only the determinant. Since $BD^{-1}B^T$ is positive semidefinite, no diagonal elastic constant rises on relaxation either, but an off-diagonal one can.
